# Periodic matrix product amplitudes are invariant under invertible bond gauges that close around the ring

Take two sites with D×D matrices A and B, and invertible matrices G_0, G_1, G_2 on the bonds, with G_2 = G_0. Replace A by G_0⁻¹ A G_1 and B by G_1⁻¹ B G_2. Then

Tr(G_0⁻¹ A G_1 G_1⁻¹ B G_0) = Tr(G_0⁻¹ A B G_0) = Tr(A B G_0 G_0⁻¹) = Tr(A B).

The inner bond cancels inside the product. The closing bond cancels only through the cyclicity of the trace.

## From two sites to N

Let A_k^a be the matrix at site k = 0, …, N−1 for physical index a. For a configuration s = (s_0, …, s_(N−1)) write

P_s = A_0^(s_0) ⋯ A_(N−1)^(s_(N−1)).

The gauge transformation replaces A_k^a by G_k⁻¹ A_k^a G_(k+1), with G_0, …, G_N invertible. The new product P'_s is

P'_s = G_0⁻¹ P_s G_N.

This follows by induction on N. For N = 0 both products are the identity, and 1 = G_0⁻¹ G_0. For N + 1 sites, split off the first factor and apply the hypothesis to the rest, whose gauges start at G_1. With M_k = A_k^(s_k),

(G_0⁻¹ M_0 G_1)(G_1⁻¹ M_1 ⋯ M_N G_(N+1)) = G_0⁻¹ M_0 M_1 ⋯ M_N G_(N+1).

For any matrix X, cyclicity then gives

Tr(X P'_s) = Tr(X G_0⁻¹ P_s G_N) = Tr(G_N X G_0⁻¹ P_s).

Setting X = 1 leaves the boundary matrix G_N G_0⁻¹. It is 1 if G_N = G_0, which proves the invariance, and c·1 if G_N = c G_0, which multiplies every amplitude by c. A gauge that closes only up to a phase therefore multiplies every amplitude by that phase, which leaves the physical state unchanged.

Conversely, suppose that all amplitudes are unchanged. Then Tr((G_N G_0⁻¹ − 1) P_s) = 0 for every s. If only X = 0 satisfies Tr(X P_s) = 0 for all s, it follows that G_N = G_0.

For an open chain with boundary vectors l and r, the ends absorb the outer gauges:

(l G_0)(G_0⁻¹ P_s G_N)(G_N⁻¹ r) = l P_s r.

In tensor-network simulations, such gauges bring site tensors into canonical forms; the results here concern finite chains with one common bond dimension and square, invertible gauges.

## Tensors, bonds and amplitudes in Lean

The finite type `n` labels the bond states, so D is its number of elements. The type `σ` labels the basis states of a site and may be any type.

```lean
import Mathlib

open Matrix

namespace MPSGaugeFreedom

noncomputable section

variable {n σ : Type*} [Fintype n] [DecidableEq n] {N : ℕ}
```

The ordered product is taken over a list, since matrices do not commute.

```lean
/-- The ordered matrix product `M_0 M_1 ⋯ M_(N-1)` along the chain. -/
def orderedProd (M : Fin N → Matrix n n ℂ) : Matrix n n ℂ :=
  (List.ofFn M).prod

/-- The product `A_0^(s_0) ⋯ A_(N-1)^(s_(N-1))` of the site matrices selected by the
configuration `s`. -/
def stringProd (A : Fin N → σ → Matrix n n ℂ) (s : Fin N → σ) : Matrix n n ℂ :=
  orderedProd fun k => A k (s k)
```

Three amplitudes share this product: periodic, periodic with a boundary matrix, and open. The open one uses `⬝ᵥ`, which does not conjugate `l`. None of them is normalised.

```lean
/-- The periodic MPS amplitude `Tr(A_0^(s_0) ⋯ A_(N-1)^(s_(N-1)))`. -/
def amplitude (A : Fin N → σ → Matrix n n ℂ) (s : Fin N → σ) : ℂ :=
  trace (stringProd A s)

/-- The amplitude `Tr(X A_0^(s_0) ⋯ A_(N-1)^(s_(N-1)))` with a boundary matrix `X` inserted on
the bond that closes the ring. -/
def boundaryAmplitude (X : Matrix n n ℂ) (A : Fin N → σ → Matrix n n ℂ) (s : Fin N → σ) : ℂ :=
  trace (X * stringProd A s)

/-- The open-chain amplitude `l · A_0^(s_0) ⋯ A_(N-1)^(s_(N-1)) r` with boundary vectors
`l` and `r`. -/
def openAmplitude (l r : n → ℂ) (A : Fin N → σ → Matrix n n ℂ) (s : Fin N → σ) : ℂ :=
  l ⬝ᵥ (stringProd A s *ᵥ r)
```

There are N + 1 gauge matrices for N sites: `k.castSucc` is the bond to the left of site k, and `k.succ` the bond to its right.

```lean
/-- The gauge-transformed site tensors `G_k⁻¹ A_k^a G_(k+1)`, with one matrix `G_k` for each
of the bonds `k = 0, …, N`. -/
def gauge (G : Fin (N + 1) → Matrix n n ℂ) (A : Fin N → σ → Matrix n n ℂ) :
    Fin N → σ → Matrix n n ℂ :=
  fun k a => (G k.castSucc)⁻¹ * A k a * G k.succ
```

Indexing the gauges by N bonds with k + 1 taken modulo N would build the closure into the type. The hypothesis G_N = G_0 would disappear, but so would the scalar case and the converse.

Injectivity is here a condition on the whole chain. In the literature the word often refers to a single site tensor, which is the case N = 1 of this condition.

```lean
/-- Injectivity of the tensors on the chain: the only boundary matrix for which all amplitudes
vanish is zero. -/
def IsInjectiveMPS (A : Fin N → σ → Matrix n n ℂ) : Prop :=
  ∀ X : Matrix n n ℂ, (∀ s, boundaryAmplitude X A s = 0) → X = 0
```

## The telescoping product

The first lemma splits off site 0. The second is the induction above: `h` is the hypothesis for the shortened chain, and `h1` is the cancellation G_1 G_1⁻¹ = 1. Invertibility enters as `IsUnit (G k).det`.

```lean
/-- The ordered product over `N + 1` sites is the first matrix times the ordered product over
the remaining `N` sites. -/
theorem orderedProd_succ (M : Fin (N + 1) → Matrix n n ℂ) :
    orderedProd M = M 0 * orderedProd fun i : Fin N => M i.succ := by
  unfold orderedProd
  rw [List.ofFn_succ, List.prod_cons]

/-- For invertible bond matrices the product of the `G_k⁻¹ M_k G_(k+1)` telescopes to
`G_0⁻¹ (M_0 ⋯ M_(N-1)) G_N`. -/
theorem orderedProd_telescope (M : Fin N → Matrix n n ℂ) (G : Fin (N + 1) → Matrix n n ℂ)
    (hG : ∀ k, IsUnit (G k).det) :
    orderedProd (fun k => (G k.castSucc)⁻¹ * M k * G k.succ)
      = (G 0)⁻¹ * orderedProd M * G (Fin.last N) := by
  induction N with
  | zero =>
    unfold orderedProd
    simp only [List.ofFn_zero, List.prod_nil, Matrix.mul_one]
    exact (Matrix.nonsing_inv_mul (G 0) (hG 0)).symm
  | succ N ih =>
    -- the chain without its first site
    have h : orderedProd
          (fun i : Fin N => (G i.succ.castSucc)⁻¹ * M i.succ * G i.succ.succ)
        = (G (0 : Fin (N + 1)).succ)⁻¹ * orderedProd (fun i : Fin N => M i.succ)
            * G (Fin.last (N + 1)) :=
      ih (fun k => M k.succ) (fun k => G k.succ) (fun k => hG k.succ)
    have h0 : Fin.castSucc (0 : Fin (N + 1)) = 0 := rfl
    -- cancellation on the first inner bond
    have h1 : G (0 : Fin (N + 1)).succ * (G (0 : Fin (N + 1)).succ)⁻¹ = 1 :=
      Matrix.mul_nonsing_inv _ (hG _)
    calc orderedProd (fun k : Fin (N + 1) => (G k.castSucc)⁻¹ * M k * G k.succ)
        = (G (Fin.castSucc (0 : Fin (N + 1))))⁻¹ * M 0 * G (0 : Fin (N + 1)).succ
            * orderedProd
              (fun i : Fin N => (G i.succ.castSucc)⁻¹ * M i.succ * G i.succ.succ) :=
          orderedProd_succ _
      _ = (G 0)⁻¹ * M 0 * (G (0 : Fin (N + 1)).succ * (G (0 : Fin (N + 1)).succ)⁻¹)
            * orderedProd (fun i : Fin N => M i.succ) * G (Fin.last (N + 1)) := by
          rw [h, h0]
          simp only [Matrix.mul_assoc]
      _ = (G 0)⁻¹ * orderedProd M * G (Fin.last (N + 1)) := by
          rw [h1, orderedProd_succ M]
          simp only [Matrix.mul_one, Matrix.mul_assoc]

/-- For every configuration the product of gauge-transformed site matrices is `G_0⁻¹` times
the original product times `G_N`. -/
theorem stringProd_gauge (G : Fin (N + 1) → Matrix n n ℂ) (A : Fin N → σ → Matrix n n ℂ)
    (hG : ∀ k, IsUnit (G k).det) (s : Fin N → σ) :
    stringProd (gauge G A) s = (G 0)⁻¹ * stringProd A s * G (Fin.last N) :=
  orderedProd_telescope (fun k => A k (s k)) G hG
```

## Closing the ring

After `stringProd_gauge` has supplied the telescoped product, `Matrix.trace_mul_comm` carries G_N to the front; the other two steps of the calculation only move brackets.

```lean
/-- The amplitude of the gauge-transformed tensors with boundary matrix `X` equals the
amplitude of the original tensors with boundary matrix `G_N X G_0⁻¹`. -/
theorem boundaryAmplitude_gauge (X : Matrix n n ℂ) (G : Fin (N + 1) → Matrix n n ℂ)
    (A : Fin N → σ → Matrix n n ℂ) (hG : ∀ k, IsUnit (G k).det) (s : Fin N → σ) :
    boundaryAmplitude X (gauge G A) s
      = boundaryAmplitude (G (Fin.last N) * X * (G 0)⁻¹) A s := by
  unfold boundaryAmplitude
  rw [stringProd_gauge G A hG s]
  -- cyclicity of the trace carries `G_N` around the ring
  calc trace (X * ((G 0)⁻¹ * stringProd A s * G (Fin.last N)))
      = trace ((X * (G 0)⁻¹ * stringProd A s) * G (Fin.last N)) := by
        simp only [Matrix.mul_assoc]
    _ = trace (G (Fin.last N) * (X * (G 0)⁻¹ * stringProd A s)) := Matrix.trace_mul_comm _ _
    _ = trace (G (Fin.last N) * X * (G 0)⁻¹ * stringProd A s) := by
        simp only [Matrix.mul_assoc]

/-- The periodic amplitude of the gauge-transformed tensors equals the amplitude of the
original tensors with boundary matrix `G_N G_0⁻¹`. -/
theorem amplitude_gauge_eq_boundary (G : Fin (N + 1) → Matrix n n ℂ)
    (A : Fin N → σ → Matrix n n ℂ) (hG : ∀ k, IsUnit (G k).det) (s : Fin N → σ) :
    amplitude (gauge G A) s = boundaryAmplitude (G (Fin.last N) * (G 0)⁻¹) A s := by
  have h := boundaryAmplitude_gauge 1 G A hG s
  rw [Matrix.mul_one] at h
  rw [← h]
  unfold amplitude boundaryAmplitude
  rw [Matrix.one_mul]
```

The main theorem assumes closure as `hper` and holds for every configuration `s`.

```lean
/-- Gauge freedom of periodic matrix product states: for invertible `G_0, …, G_N` with
`G_N = G_0`, replacing `A_k^a` by `G_k⁻¹ A_k^a G_(k+1)` leaves the amplitude of every
configuration unchanged. -/
theorem amplitude_gauge (G : Fin (N + 1) → Matrix n n ℂ) (A : Fin N → σ → Matrix n n ℂ)
    (hG : ∀ k, IsUnit (G k).det) (hper : G (Fin.last N) = G 0) (s : Fin N → σ) :
    amplitude (gauge G A) s = amplitude A s := by
  rw [amplitude_gauge_eq_boundary G A hG s, hper, Matrix.mul_nonsing_inv _ (hG 0)]
  unfold amplitude boundaryAmplitude
  rw [Matrix.one_mul]

/-- If the invertible gauge closes only up to a number, `G_N = c G_0`, every periodic
amplitude is multiplied by `c`. -/
theorem amplitude_gauge_smul (G : Fin (N + 1) → Matrix n n ℂ) (A : Fin N → σ → Matrix n n ℂ)
    (hG : ∀ k, IsUnit (G k).det) (c : ℂ) (hc : G (Fin.last N) = c • G 0) (s : Fin N → σ) :
    amplitude (gauge G A) s = c * amplitude A s := by
  rw [amplitude_gauge_eq_boundary G A hG s, hc, Matrix.smul_mul,
    Matrix.mul_nonsing_inv _ (hG 0)]
  unfold amplitude boundaryAmplitude
  rw [Matrix.smul_mul, Matrix.one_mul, Matrix.trace_smul, smul_eq_mul]
```

The converse applies injectivity to `G (Fin.last N) * (G 0)⁻¹ - 1`. It compares tensors already related by a gauge; it does not say that two injective sets of tensors with equal amplitudes must be so related.

```lean
/-- For injective tensors and invertible bond matrices, all periodic amplitudes are unchanged
by the gauge transformation if and only if `G_N = G_0`. -/
theorem amplitude_gauge_iff (G : Fin (N + 1) → Matrix n n ℂ) (A : Fin N → σ → Matrix n n ℂ)
    (hG : ∀ k, IsUnit (G k).det) (hA : IsInjectiveMPS A) :
    (∀ s, amplitude (gauge G A) s = amplitude A s) ↔ G (Fin.last N) = G 0 := by
  constructor
  · intro h
    -- the boundary matrix `G_N G_0⁻¹ - 1` gives vanishing amplitudes
    have hX : G (Fin.last N) * (G 0)⁻¹ - 1 = 0 := by
      apply hA
      intro s
      have hs := h s
      rw [amplitude_gauge_eq_boundary G A hG s] at hs
      unfold boundaryAmplitude amplitude at hs
      unfold boundaryAmplitude
      rw [Matrix.sub_mul, Matrix.one_mul, Matrix.trace_sub, hs, sub_self]
    have h1 : G (Fin.last N) * (G 0)⁻¹ = 1 := sub_eq_zero.mp hX
    calc G (Fin.last N) = G (Fin.last N) * ((G 0)⁻¹ * G 0) := by
          rw [Matrix.nonsing_inv_mul _ (hG 0), Matrix.mul_one]
      _ = G (Fin.last N) * (G 0)⁻¹ * G 0 := (Matrix.mul_assoc _ _ _).symm
      _ = G 0 := by rw [h1, Matrix.one_mul]
  · intro hper s
    exact amplitude_gauge G A hG hper s
```

## Open ends

Here no closure condition is needed, because the boundary vectors transform too.

```lean
/-- For an open chain and invertible `G_0, …, G_N`, every amplitude is unchanged when the
tensors are gauge transformed and the boundary vectors become `l G_0` and `G_N⁻¹ r`. -/
theorem openAmplitude_gauge (l r : n → ℂ) (G : Fin (N + 1) → Matrix n n ℂ)
    (A : Fin N → σ → Matrix n n ℂ) (hG : ∀ k, IsUnit (G k).det) (s : Fin N → σ) :
    openAmplitude (l ᵥ* G 0) ((G (Fin.last N))⁻¹ *ᵥ r) (gauge G A) s
      = openAmplitude l r A s := by
  unfold openAmplitude
  rw [stringProd_gauge G A hG s, ← Matrix.dotProduct_mulVec]
  simp only [Matrix.mulVec_mulVec, Matrix.mul_assoc]
  -- the outer bond matrices cancel against the boundary vectors
  rw [Matrix.mul_nonsing_inv _ (hG (Fin.last N)), Matrix.mul_one, ← Matrix.mul_assoc (G 0),
    Matrix.mul_nonsing_inv _ (hG 0), Matrix.one_mul]
```

## An injective example on two sites

The Pauli matrix σᶻ and the ladder matrices σ⁺ and σ⁻ (unrelated to the type `σ`) are traceless, so on a single site X = 1 violates injectivity. On two sites, the products σ⁺σ⁻, σ⁻σ⁺, σ⁺σᶻ and σ⁻σᶻ each have one nonzero entry. Their traces against X give X_00, X_11, −X_10 and X_01, so X = 0 if all of them vanish.

```lean
/-- The site tensor of bond dimension two and physical dimension three with matrices
`σ⁺`, `σᶻ`, `σ⁻`. -/
def spinTensor : Fin 3 → Matrix (Fin 2) (Fin 2) ℂ :=
  ![!![0, 1; 0, 0], !![1, 0; 0, -1], !![0, 0; 1, 0]]

/-- On the two-site chain with the matrices `σ⁺`, `σᶻ`, `σ⁻` at both sites, only the zero boundary
matrix makes all amplitudes vanish. -/
theorem isInjectiveMPS_witness : IsInjectiveMPS (fun _ : Fin 2 => spinTensor) := by
  intro X h
  have key : ∀ a b, trace (X * (spinTensor a * spinTensor b)) = 0 := by
    intro a b
    have hab := h ![a, b]
    simpa [boundaryAmplitude, stringProd, orderedProd, List.ofFn_succ] using hab
  have e0 : spinTensor 0 = !![0, 1; 0, 0] := rfl
  have e1 : spinTensor 1 = !![1, 0; 0, -1] := rfl
  have e2 : spinTensor 2 = !![0, 0; 1, 0] := rfl
  -- four two-site products pick out the four entries of `X`
  have h00 : X 0 0 = 0 := by
    have hk := key 0 2
    rw [e0, e2, Matrix.mul_fin_two] at hk
    simpa [Matrix.trace_fin_two, Matrix.mul_apply, Fin.sum_univ_two] using hk
  have h11 : X 1 1 = 0 := by
    have hk := key 2 0
    rw [e0, e2, Matrix.mul_fin_two] at hk
    simpa [Matrix.trace_fin_two, Matrix.mul_apply, Fin.sum_univ_two] using hk
  have h10 : X 1 0 = 0 := by
    have hk := key 0 1
    rw [e0, e1, Matrix.mul_fin_two] at hk
    simpa [Matrix.trace_fin_two, Matrix.mul_apply, Fin.sum_univ_two] using hk
  have h01 : X 0 1 = 0 := by
    have hk := key 2 1
    rw [e2, e1, Matrix.mul_fin_two] at hk
    simpa [Matrix.trace_fin_two, Matrix.mul_apply, Fin.sum_univ_two] using hk
  ext i j
  fin_cases i <;> fin_cases j <;> simp [h00, h01, h10, h11]

end

end MPSGaugeFreedom
```

```lean
#print axioms MPSGaugeFreedom.amplitude_gauge_smul
#print axioms MPSGaugeFreedom.amplitude_gauge_iff
#print axioms MPSGaugeFreedom.openAmplitude_gauge
```

```
'MPSGaugeFreedom.amplitude_gauge_smul' depends on axioms: [propext, Classical.choice, Quot.sound]
'MPSGaugeFreedom.amplitude_gauge_iff' depends on axioms: [propext, Classical.choice, Quot.sound]
'MPSGaugeFreedom.openAmplitude_gauge' depends on axioms: [propext, Classical.choice, Quot.sound]
```
